# The frequency cutoff in the first-order response of finitely many box orbitals to a cosine potential

Whether a potential is visible to first-order response depends on which virtual orbitals may take part. Here the response is restricted to a finite set: of the box orbitals \(1,\dots,M\) on \([0,\pi]\), the first \(N\) are doubly occupied and the others are virtual. The electrons are non-interacting, and the perturbation \(v\) is the whole change in their potential.

In a finite-basis optimized effective potential (OEP) calculation, a component of the potential that produces no density response is left undetermined by the linear OEP equation. For the one-dimensional box model with at least two virtual orbitals, the problems below find which single cosines \(\cos(kx)\), with \(k\) a natural number, are of this kind.

```lean
import Mathlib

open Real

namespace FiniteBasisOEP

noncomputable section
```

The orbitals are \(\varphi_j(x)=\sqrt{2/\pi}\,\sin(jx)\), normalised on \([0,\pi]\) for \(j\ge 1\).

```lean
/-- The box orbital `√(2/π) sin(jx)`. -/
def orbital (j : ℕ) (x : ℝ) : ℝ := √(2 / π) * Real.sin (j * x)
```

Their energies in atomic units are \(\varepsilon_j=j^2/2\).

```lean
/-- The energy `j²/2` of the box orbital `j`, in atomic units. -/
def energy (j : ℕ) : ℝ := (j : ℝ) ^ 2 / 2
```

The perturbation has a natural number \(k\) as its frequency, and \(k=0\) gives a constant shift.

```lean
/-- The oscillating potential `cos(kx)`. -/
def cosPotential (k : ℕ) (x : ℝ) : ℝ := Real.cos (k * x)
```

For a local potential \(v\), write \(v_{ia}=\int_0^\pi \varphi_i\,v\,\varphi_a\,dx\). In Lean, potentials and orbitals are functions on all of \(\mathbb{R}\), and the integration limits supply the box.

```lean
/-- The matrix element of a local potential `v` between orbitals `i` and `a` on `[0, π]`. -/
def matrixElement (v : ℝ → ℝ) (i a : ℕ) : ℝ :=
  ∫ x in (0 : ℝ)..π, orbital i x * v x * orbital a x
```

First-order perturbation theory mixes virtual orbital \(a\) into occupied orbital \(i\) with coefficient \(v_{ia}/(\varepsilon_i-\varepsilon_a)\). Mixing among occupied orbitals leaves the density unchanged at this order. Varying \(2\sum_i\varphi_i^2\) therefore gives

\[
\delta\rho(x)=4\sum_{i=1}^{N}\sum_{a=N+1}^{M}\frac{v_{ia}}{\varepsilon_i-\varepsilon_a}\,\varphi_i(x)\varphi_a(x).
\]

One factor 2 is the double occupation, the other comes from differentiating the square. The file takes this formula as the definition of `densityResponse`; it does not derive it from a perturbed Hamiltonian.

```lean
/-- The first-order change of the closed-shell density under the potential `v`, with orbitals
`1..N` doubly occupied and `N+1..M` virtual, as a sum over occupied-virtual pairs. -/
def densityResponse (N M : ℕ) (v : ℝ → ℝ) (x : ℝ) : ℝ :=
  4 * ∑ i ∈ Finset.Icc 1 N, ∑ a ∈ Finset.Icc (N + 1) M,
    matrixElement v i a / (energy i - energy a) * (orbital i x * orbital a x)
```

## (a) Orbitals and energies belong together

**Task.** Differentiate \(\varphi_j\) twice and verify the free Schrödinger equation in the form

\[
\varphi_j''=-2\varepsilon_j\varphi_j .
\]

**Solution.** The first derivative is \(\varphi_j'(x)=\sqrt{2/\pi}\,j\cos(jx)\). The second is \(-\sqrt{2/\pi}\,j^2\sin(jx)=-j^2\varphi_j(x)\), and \(j^2=2\varepsilon_j\). The orbitals also vanish at both walls, because \(\sin 0=\sin(j\pi)=0\); the theorem itself states only the differential equation.

In Lean, the two derivatives are two `HasDerivAt` statements, the second applied to the function found in the first. Both follow from the chain rule.

```lean
/-- The box orbitals solve the free Schrödinger equation: the second derivative of orbital `j`
is `-2` times its energy times the orbital. -/
theorem orbital_schrodinger (j : ℕ) (x : ℝ) :
    HasDerivAt (orbital j) (√(2 / π) * (j * Real.cos (j * x))) x ∧
    HasDerivAt (fun y : ℝ => √(2 / π) * (j * Real.cos (j * y)))
      (-2 * energy j * orbital j x) x := by
  have h1 : HasDerivAt (fun y : ℝ => (j : ℝ) * y) (j : ℝ) x := by
    simpa using (hasDerivAt_id' x).const_mul (j : ℝ)
  constructor
  · exact (h1.sin.const_mul (√(2 / π))).congr_deriv (by ring)
  · exact ((h1.cos.const_mul (j : ℝ)).const_mul (√(2 / π))).congr_deriv
      (by simp only [energy, orbital]; ring)
```

## (b) Cosines of integer frequency over the box

**Task.** For an integer \(m\), show that

\[
\int_0^\pi\cos(mx)\,dx=\begin{cases}\pi,&m=0,\\0,&m\neq0.\end{cases}
\]

**Solution.** For \(m=0\) the integrand is 1. For \(m\ne0\) an antiderivative is \(\sin(mx)/m\), which vanishes at \(0\) and at \(\pi\).

The Lean proof splits on `m = 0` in the same way. It establishes the antiderivative as `hd`, applies the fundamental theorem of calculus and finishes with `Real.sin_int_mul_pi`.

```lean
/-- For integer `m`, the integral of `cos(mx)` over the box is `π` if `m = 0` and zero
otherwise. -/
theorem integral_cos_int (m : ℤ) :
    ∫ x in (0 : ℝ)..π, Real.cos ((m : ℝ) * x) = if m = 0 then π else 0 := by
  by_cases h : m = 0
  · simp [h]
  · have hm : (m : ℝ) ≠ 0 := by exact_mod_cast h
    have hd : ∀ x ∈ Set.uIcc (0 : ℝ) π,
        HasDerivAt (fun y : ℝ => Real.sin (m * y) / m) (Real.cos (m * x)) x := by
      intro x _
      have h1 : HasDerivAt (fun y : ℝ => (m : ℝ) * y) (m : ℝ) x := by
        simpa using (hasDerivAt_id' x).const_mul (m : ℝ)
      exact (h1.sin.div_const (m : ℝ)).congr_deriv (mul_div_cancel_right₀ _ hm)
    rw [intervalIntegral.integral_eq_sub_of_hasDerivAt hd
      (Continuous.intervalIntegrable (by fun_prop) _ _), if_neg h]
    simp [Real.sin_int_mul_pi]
```

## (c) The selection rule

**Task.** Let \(1\le i<a\), and let \(c^{(k)}_{ia}\) be the matrix element of \(\cos(kx)\). Show that

\[
c^{(k)}_{ia}=\begin{cases}\tfrac12,&k=a-i,\\-\tfrac12,&k=a+i,\\0,&\text{otherwise.}\end{cases}
\]

**Solution.** From \(2\sin A\sin B=\cos(A-B)-\cos(A+B)\) and \(2\cos C\cos K=\cos(C-K)+\cos(C+K)\), the integrand is

\[
\begin{aligned}
\frac{2}{\pi}\sin(ix)\cos(kx)\sin(ax)=\frac1{2\pi}\bigl[&\cos((a-i-k)x)+\cos((a-i+k)x)\\
&-\cos((a+i-k)x)-\cos((a+i+k)x)\bigr].
\end{aligned}
\]

By (b), a term survives only if its frequency is zero. The second and fourth frequencies are positive. The first is zero when \(k=a-i\) and contributes \(\pi/(2\pi)=\tfrac12\); the third is zero when \(k=a+i\) and contributes \(-\tfrac12\). Since \(i\ge1\), the two conditions exclude each other.

The theorem writes the first condition as `i + k = a`, which avoids subtraction of natural numbers. In the proof, `trig` is the product formula, `hpt` rewrites the integrand, and `c1` to `c4` decide which frequencies can be zero.

```lean
/-- Selection rule: for `1 ≤ i < a`, the element of `cos(kx)` between orbitals `i` and `a` is
`1/2` if `k = a - i`, `-1/2` if `k = a + i`, and zero otherwise. -/
theorem matrixElement_cos {i a : ℕ} (k : ℕ) (hi : 1 ≤ i) (hia : i < a) :
    matrixElement (cosPotential k) i a =
      (if i + k = a then 1 / 2 else 0) - (if k = i + a then 1 / 2 else 0) := by
  have trig : ∀ A B K : ℝ, 4 * (Real.sin B * Real.cos K * Real.sin A) =
      Real.cos (A - B - K) + Real.cos (A - B + K)
        - Real.cos (A + B - K) - Real.cos (A + B + K) := by
    intro A B K
    simp only [Real.cos_add, Real.cos_sub, Real.sin_add, Real.sin_sub]
    ring
  have hs : √(2 / π) * √(2 / π) = 2 / π := Real.mul_self_sqrt (by positivity)
  -- the integrand is a combination of four cosines with integer frequencies
  have hpt : ∀ x : ℝ, orbital i x * cosPotential k x * orbital a x =
      1 / (2 * π) * (Real.cos ((((a : ℤ) - (i : ℤ) - (k : ℤ) : ℤ) : ℝ) * x)
        + Real.cos ((((a : ℤ) - (i : ℤ) + (k : ℤ) : ℤ) : ℝ) * x)
        - Real.cos ((((a : ℤ) + (i : ℤ) - (k : ℤ) : ℤ) : ℝ) * x)
        - Real.cos ((((a : ℤ) + (i : ℤ) + (k : ℤ) : ℤ) : ℝ) * x)) := by
    intro x
    have e1 : (((a : ℤ) - (i : ℤ) - (k : ℤ) : ℤ) : ℝ) * x = a * x - i * x - k * x := by
      push_cast; ring
    have e2 : (((a : ℤ) - (i : ℤ) + (k : ℤ) : ℤ) : ℝ) * x = a * x - i * x + k * x := by
      push_cast; ring
    have e3 : (((a : ℤ) + (i : ℤ) - (k : ℤ) : ℤ) : ℝ) * x = a * x + i * x - k * x := by
      push_cast; ring
    have e4 : (((a : ℤ) + (i : ℤ) + (k : ℤ) : ℤ) : ℝ) * x = a * x + i * x + k * x := by
      push_cast; ring
    rw [e1, e2, e3, e4]
    simp only [orbital, cosPotential]
    linear_combination (Real.sin (i * x) * Real.cos (k * x) * Real.sin (a * x)) * hs
      + 1 / (2 * π) * trig (a * x) (i * x) (k * x)
  have c1 : ((a : ℤ) - (i : ℤ) - (k : ℤ) = 0) ↔ i + k = a := by omega
  have c2 : ¬ ((a : ℤ) - (i : ℤ) + (k : ℤ) = 0) := by omega
  have c3 : ((a : ℤ) + (i : ℤ) - (k : ℤ) = 0) ↔ k = i + a := by omega
  have c4 : ¬ ((a : ℤ) + (i : ℤ) + (k : ℤ) = 0) := by omega
  have hp : 1 / (2 * π) * π = 1 / 2 := by
    have := Real.pi_ne_zero
    field_simp
  simp only [matrixElement, hpt]
  rw [intervalIntegral.integral_const_mul, intervalIntegral.integral_sub,
    intervalIntegral.integral_sub, intervalIntegral.integral_add]
  · rw [integral_cos_int, integral_cos_int, integral_cos_int, integral_cos_int,
      if_neg c2, if_neg c4]
    simp only [c1, c3]
    split_ifs
    · ring
    · linear_combination hp
    · linear_combination -hp
    · ring
  all_goals exact Continuous.intervalIntegrable (by fun_prop) _ _
```

## (d) Which cosines couple occupied to virtual orbitals

**Task.** Let \(N\ge1\) and \(M\ge N+2\). Show that some pair with \(1\le i\le N<a\le M\) satisfies \(c^{(k)}_{ia}\ne0\) if and only if

\[
1\le k\le N+M .
\]

**Solution.** If an element is nonzero, (c) gives \(k=a-i\) or \(k=a+i\). The differences lie between \(1\) and \(M-1\), and the sums are positive and at most \(N+M\), so \(k\) is in the stated range.

Conversely, each \(k\) in the range has a suitable pair:

- For \(k\le N\), take \(i=N+1-k\) and \(a=N+1\), so that \(k=a-i\).
- For \(N<k\le M-1\), take \(i=1\) and \(a=k+1\), so that \(k=a-i\).
- For \(k=M\) or \(k=M+1\), take \(i=1\) and \(a=k-1\), so that \(k=a+i\).
- For \(M+2\le k\le N+M\), take \(i=k-M\) and \(a=M\), so that \(k=a+i\).

The third choice at \(k=M\) requires \(M-1\ge N+1\), which is the hypothesis on \(M\). For \(N=1\) the last range is empty.

The same four choices appear under `hpair`, where `omega` checks the inequalities. The selection rule then gives \(\pm\tfrac12\).

The criterion treats one cosine at a time. For \(N=1\), \(M=3\), linearity and (c) show that \(\cos x+\cos 3x\) has no nonzero occupied-virtual element, although each cosine separately has one.

```lean
/-- With `N ≥ 1` occupied orbitals out of `M ≥ N + 2`, the potential `cos(kx)` has a nonzero
occupied-virtual matrix element if and only if `1 ≤ k ≤ N + M`. -/
theorem exists_matrixElement_ne_zero_iff {N M : ℕ} (k : ℕ) (hN : 1 ≤ N) (hM : N + 2 ≤ M) :
    (∃ i ∈ Finset.Icc 1 N, ∃ a ∈ Finset.Icc (N + 1) M,
      matrixElement (cosPotential k) i a ≠ 0) ↔ 1 ≤ k ∧ k ≤ N + M := by
  constructor
  · rintro ⟨i, hi, a, ha, hne⟩
    rw [Finset.mem_Icc] at hi ha
    by_contra hk
    apply hne
    rw [matrixElement_cos k hi.1 (by omega), if_neg (by omega), if_neg (by omega), sub_zero]
  · rintro ⟨hk1, hk2⟩
    -- k is a difference a - i or a sum a + i of admissible labels
    have hpair : ∃ i a : ℕ, (1 ≤ i ∧ i ≤ N) ∧ (N + 1 ≤ a ∧ a ≤ M) ∧
        (i + k = a ∨ k = i + a) := by
      by_cases h1 : k ≤ N
      · exact ⟨N + 1 - k, N + 1, by omega, by omega, by omega⟩
      by_cases h2 : k + 1 ≤ M
      · exact ⟨1, 1 + k, by omega, by omega, by omega⟩
      by_cases h3 : k ≤ M + 1
      · exact ⟨1, k - 1, by omega, by omega, by omega⟩
      · exact ⟨k - M, M, by omega, by omega, by omega⟩
    obtain ⟨i, a, hi, ha, h⟩ := hpair
    refine ⟨i, Finset.mem_Icc.mpr hi, a, Finset.mem_Icc.mpr ha, ?_⟩
    rw [matrixElement_cos k hi.1 (by omega)]
    rcases h with h | h
    · rw [if_pos h, if_neg (by omega)]; norm_num
    · rw [if_neg (by omega), if_pos h]; norm_num
```

## (e) A gap when there is one virtual orbital

**Task.** Let \(N+1\) be the only virtual orbital. Show that

\[
c^{(N+1)}_{i,N+1}=0\qquad(1\le i\le N).
\]

**Solution.** With \(a=k=N+1\), either condition in (c), \(k=a-i\) or \(k=a+i\), would force \(i=0\). No occupied orbital has that label.

For \(N\ge1\), the frequency \(N+1\) lies inside the range of (d) evaluated at \(M=N+1\), so the criterion fails for that \(M\). The Lean proof applies the selection rule and rules out both conditions with `omega`.

```lean
/-- With the single virtual orbital `N + 1`, all occupied-virtual elements of
`cos((N+1)x)` vanish. -/
theorem single_virtual_gap (N : ℕ) : ∀ i ∈ Finset.Icc 1 N,
    matrixElement (cosPotential (N + 1)) i (N + 1) = 0 := by
  intro i hi
  rw [Finset.mem_Icc] at hi
  rw [matrixElement_cos _ hi.1 (by omega), if_neg (by omega), if_neg (by omega), sub_zero]
```

## (f) The potential integrated against its own response

**Task.** For a continuous potential \(v\), show that

\[
\int_0^\pi v\,\delta\rho\,dx=4\sum_{i=1}^{N}\sum_{a=N+1}^{M}\frac{v_{ia}^2}{\varepsilon_i-\varepsilon_a}.
\]

**Solution.** Insert the definition of \(\delta\rho\) and exchange the integral with the finite sums. Each pair contributes

\[
4\,\frac{v_{ia}}{\varepsilon_i-\varepsilon_a}\int_0^\pi\varphi_i\,v\,\varphi_a\,dx
=4\,\frac{v_{ia}^2}{\varepsilon_i-\varepsilon_a}.
\]

In Lean, `hpt` expands the integrand and `intervalIntegral.integral_finsetSum` is used once for each sum. Continuity of \(v\) supplies the integrability that this exchange needs.

```lean
/-- For a continuous potential, the integral of the potential times its density response is four
times the sum of the squared occupied-virtual elements, each divided by the occupied minus the
virtual orbital energy. -/
theorem integral_mul_densityResponse (N M : ℕ) {v : ℝ → ℝ} (hv : Continuous v) :
    ∫ x in (0 : ℝ)..π, v x * densityResponse N M v x =
      4 * ∑ i ∈ Finset.Icc 1 N, ∑ a ∈ Finset.Icc (N + 1) M,
        matrixElement v i a ^ 2 / (energy i - energy a) := by
  have hc : ∀ (i a : ℕ) (c : ℝ),
      Continuous fun x => c * (orbital i x * v x * orbital a x) := by
    intro i a c
    unfold orbital
    fun_prop
  have hpt : ∀ x, v x * densityResponse N M v x =
      ∑ i ∈ Finset.Icc 1 N, ∑ a ∈ Finset.Icc (N + 1) M,
        4 * (matrixElement v i a / (energy i - energy a)) *
          (orbital i x * v x * orbital a x) := by
    intro x
    simp only [densityResponse, Finset.mul_sum]
    exact Finset.sum_congr rfl fun i _ => Finset.sum_congr rfl fun a _ => by ring
  simp only [hpt]
  -- exchange the integral with both finite sums
  rw [intervalIntegral.integral_finsetSum, Finset.mul_sum]
  · refine Finset.sum_congr rfl fun i _ => ?_
    rw [intervalIntegral.integral_finsetSum, Finset.mul_sum]
    · refine Finset.sum_congr rfl fun a _ => ?_
      rw [intervalIntegral.integral_const_mul]
      change _ * matrixElement v i a = _
      ring
    · intro a _
      exact Continuous.intervalIntegrable (hc i a _) _ _
  · intro i _
    exact Continuous.intervalIntegrable (continuous_finsetSum _ fun a _ => hc i a _) _ _
```

## (g) Which cosines change the density

**Task.** Let \(N\ge1\) and \(M\ge N+2\), and let \(\delta\rho\) be the response to \(\cos(kx)\). Show that

\[
\delta\rho(x)\ne0\ \text{for some }x\in[0,\pi]\quad\Longleftrightarrow\quad 1\le k\le N+M .
\]

**Solution.** By (d), the right-hand side says that some occupied-virtual element is nonzero. If all of them vanish, every term of \(\delta\rho\) vanishes, and so does the response.

For the other direction, a nonzero element is not enough by itself, since the contributions of different pairs might cancel. Suppose that \(\delta\rho=0\) throughout the box. Then the integral in (f) is zero, so

\[
\sum_{i=1}^{N}\sum_{a=N+1}^{M}\frac{\bigl(c^{(k)}_{ia}\bigr)^2}{\varepsilon_i-\varepsilon_a}=0 .
\]

Every occupied level lies below every virtual one, so no term is positive. A zero sum of such terms has only zero terms, and all the elements vanish, which contradicts the existence of a nonzero one.

In the Lean proof, `hint` is the vanishing integral, `gap` the ordering of the levels and `hterm` the sign of each term. The lemma `Finset.sum_eq_zero_iff_of_nonpos` is applied first to the sum over \(i\) and then to the sum over \(a\), which isolates the pair whose element was assumed nonzero.

```lean
/-- With `N ≥ 1` occupied orbitals out of `M ≥ N + 2`, the first-order density response to
`cos(kx)` is nonzero somewhere in the box if and only if `1 ≤ k ≤ N + M`. -/
theorem densityResponse_ne_zero_iff {N M : ℕ} (k : ℕ) (hN : 1 ≤ N) (hM : N + 2 ≤ M) :
    (∃ x ∈ Set.Icc (0 : ℝ) π, densityResponse N M (cosPotential k) x ≠ 0) ↔
      1 ≤ k ∧ k ≤ N + M := by
  rw [← exists_matrixElement_ne_zero_iff k hN hM]
  constructor
  · rintro ⟨x, _, hx⟩
    by_contra hcon
    apply hx
    unfold densityResponse
    rw [Finset.sum_eq_zero, mul_zero]
    intro i hi
    refine Finset.sum_eq_zero fun a ha => ?_
    have h0 : matrixElement (cosPotential k) i a = 0 :=
      by_contra fun h => hcon ⟨i, hi, a, ha, h⟩
    rw [h0, zero_div, zero_mul]
  · rintro ⟨i, hi, a, ha, hne⟩
    by_contra hcon
    have hz : ∀ x ∈ Set.Icc (0 : ℝ) π, densityResponse N M (cosPotential k) x = 0 :=
      fun x hx => by_contra fun h => hcon ⟨x, hx, h⟩
    have hint : ∫ x in (0 : ℝ)..π,
        cosPotential k x * densityResponse N M (cosPotential k) x = 0 := by
      rw [intervalIntegral.integral_congr (g := fun _ => (0 : ℝ))]
      · simp
      · intro x hx
        rw [Set.uIcc_of_le Real.pi_pos.le] at hx
        simp only [hz x hx, mul_zero]
    have hv : Continuous (cosPotential k) := by
      unfold cosPotential
      fun_prop
    rw [integral_mul_densityResponse N M hv] at hint
    have hsum := (mul_eq_zero.mp hint).resolve_left (by norm_num)
    -- occupied levels lie below virtual ones, so no term is positive
    have gap : ∀ p ∈ Finset.Icc 1 N, ∀ q ∈ Finset.Icc (N + 1) M,
        energy p - energy q < 0 := by
      intro p hp q hq
      rw [Finset.mem_Icc] at hp hq
      have h1 : (p : ℝ) < q := by exact_mod_cast (show p < q by omega)
      have h2 : (0 : ℝ) ≤ p := Nat.cast_nonneg p
      unfold energy
      nlinarith
    have hterm : ∀ p ∈ Finset.Icc 1 N, ∀ q ∈ Finset.Icc (N + 1) M,
        matrixElement (cosPotential k) p q ^ 2 / (energy p - energy q) ≤ 0 :=
      fun p hp q hq => div_nonpos_of_nonneg_of_nonpos (sq_nonneg _) (gap p hp q hq).le
    have hrow := (Finset.sum_eq_zero_iff_of_nonpos
      (fun p hp => Finset.sum_nonpos (hterm p hp))).mp hsum i hi
    have hzero := (Finset.sum_eq_zero_iff_of_nonpos (hterm i hi)).mp hrow a ha
    exact div_ne_zero (pow_ne_zero 2 hne) (gap i hi a ha).ne hzero

end

end FiniteBasisOEP
```

```lean
#print axioms FiniteBasisOEP.orbital_schrodinger
-- 'FiniteBasisOEP.orbital_schrodinger' depends on axioms: [propext, Classical.choice, Quot.sound]
#print axioms FiniteBasisOEP.single_virtual_gap
-- 'FiniteBasisOEP.single_virtual_gap' depends on axioms: [propext, Classical.choice, Quot.sound]
#print axioms FiniteBasisOEP.densityResponse_ne_zero_iff
-- 'FiniteBasisOEP.densityResponse_ne_zero_iff' depends on axioms: [propext, Classical.choice, Quot.sound]
```
